# The confinement energy of a nonparabolic band in a hard-wall well: from $1/L^2$ to $1/L$ scaling

To estimate the lowest level in a quantum well, one can compute the parabolic box energy $E_0$ and then decide whether the band's nonparabolicity calls for a correction. In the one-band hard-wall model below, with nonparabolicity $a>0$, the corrected energy $E$ is a root of a quadratic equation. Exactly one root is positive, and leaving out the correction overestimates $E$ by less than $aE_0^2$. The relative size of the correction is therefore below $aE_0$. For narrow wells the correction changes the scaling law itself, from $1/L^2$ to $1/L$ in the well width $L$.

```lean
import Mathlib

open Real Filter Topology

namespace NonparabolicConfinement

noncomputable section
```

## The model

Take units with $\hbar=1$ and measure energies from the band edge. The band has the dispersion

$$E(1+aE)=\frac{k^2}{2m},$$

where $k$ is the wavenumber, $m>0$ is the band-edge mass and $a>0$ is an inverse energy. The constant $a$ measures the departure from a parabolic band, which arises from the coupling to neighbouring bands; in the simplest two-band model it is the inverse of the gap. At small $k$ the dispersion is parabolic, and at large $k$ it becomes linear.

Hard walls at distance $L$ are taken to fix the lowest wavenumber at $k=\pi/L$. The right-hand side of the dispersion is then the parabolic ground-state energy

$$E_0=\frac{\pi^2}{2mL^2}.$$

```lean
/-- Ground-state energy `π² / (2 m L²)` of a parabolic band of mass `m` in a hard-wall well
of width `L`, in units with `ħ = 1`, for `m, L > 0`. -/
def boxEnergy (m L : ℝ) : ℝ := π ^ 2 / (2 * m * L ^ 2)
```

The quantisation rule $k=\pi/L$ enters through this definition. It is an assumption of the model and isn't derived from a wave equation with boundary conditions.

The confined energy solves $E(1+aE)=E_0$, that is, $aE^2+E-E_0=0$. The quadratic formula with the plus sign gives

$$E=\frac{\sqrt{1+4aE_0}-1}{2a}.$$

```lean
/-- Confinement energy `(√(1 + 4 a E₀) - 1) / (2 a)` of a band with nonparabolicity `a`,
where `E₀` is the parabolic box energy, for `a, m, L > 0`. -/
def confinementEnergy (a m L : ℝ) : ℝ := (√(1 + 4 * a * boxEnergy m L) - 1) / (2 * a)
```

As a definition, `confinementEnergy a m L` is only a formula. That it solves the equation, and that no other positive number does, has to be proved.

The later algebra needs the box energy without its fraction. Since $2mL^2>0$, multiplying through gives $E_0\cdot 2mL^2=\pi^2$.

```lean
/-- For positive mass and width, the box energy times `2 m L²` is `π²`. -/
theorem boxEnergy_mul {m L : ℝ} (hm : 0 < m) (hL : 0 < L) :
    boxEnergy m L * (2 * m * L ^ 2) = π ^ 2 := by
  have h : boxEnergy m L = π ^ 2 / (2 * m * L ^ 2) := rfl
  rwa [eq_div_iff (by positivity)] at h
```

## Exactly one positive root

Suppose first that $E>0$ solves $E(1+aE)=E_0$. Completing the square gives

$$1+4aE_0=1+4aE+4a^2E^2=(1+2aE)^2.$$

Because $1+2aE$ is positive, it is the square root of the left-hand side, and solving for $E$ gives the formula above. There is thus at most one positive root.

Conversely, let $s=\sqrt{1+4aE_0}$ and $E=(s-1)/(2a)$. Since $E_0>0$, we have $s>1$ and so $E>0$. From $2aE=s-1$ it follows that

$$4a\,E(1+aE)=2aE\,(2+2aE)=(s-1)(s+1)=s^2-1=4aE_0,$$

and cancelling $4a$ shows that $E$ is a root.

```lean
/-- For positive `a`, `m` and `L`, an energy is a positive solution of `E (1 + a E) = E₀`
exactly when it is the confinement energy. -/
theorem root_iff {a m L : ℝ} (ha : 0 < a) (hm : 0 < m) (hL : 0 < L) (E : ℝ) :
    (0 < E ∧ E * (1 + a * E) = boxEnergy m L) ↔ E = confinementEnergy a m L := by
  have h0 : 0 < boxEnergy m L := by
    unfold boxEnergy
    positivity
  have h4 : 0 < 4 * a * boxEnergy m L := mul_pos (by positivity) h0
  constructor
  · rintro ⟨hE, h⟩
    -- complete the square
    have hsq : 1 + 4 * a * boxEnergy m L = (1 + 2 * a * E) ^ 2 := by
      rw [← h]
      ring
    unfold confinementEnergy
    rw [hsq, Real.sqrt_sq (by positivity), eq_div_iff (by positivity)]
    ring
  · intro hE
    have hs : √(1 + 4 * a * boxEnergy m L) ^ 2 = 1 + 4 * a * boxEnergy m L :=
      Real.sq_sqrt (by linarith)
    have h1 : 1 < √(1 + 4 * a * boxEnergy m L) := by
      rw [Real.lt_sqrt (by norm_num)]
      linarith
    unfold confinementEnergy at hE
    have hpos : 0 < E := by
      rw [hE]
      exact div_pos (by linarith) (by positivity)
    rw [eq_div_iff (by positivity)] at hE
    refine ⟨hpos, mul_left_cancel₀ (show 4 * a ≠ 0 by positivity) ?_⟩
    linear_combination (E * (2 * a) + 1 + √(1 + 4 * a * boxEnergy m L)) * hE + hs
```

The theorem puts both directions into one equivalence: a real number `E` is positive and solves the equation if and only if it equals `confinementEnergy a m L`. In the first direction, `hsq` is the completed square and `Real.sq_sqrt`'s companion `Real.sqrt_sq` takes the root, using the positivity of $1+2aE$. In the second, `h1` is the inequality $s>1$, `mul_left_cancel₀` removes the factor $4a$, and `linear_combination` carries out the displayed computation from $2aE=s-1$ and $s^2=1+4aE_0$.

The sign of $a$ matters here. Take $a=-1$, $m=1$ and $L=\pi/2$, so that $E_0=2$. The equation becomes $E^2-E+2=0$, whose discriminant is $-7$, and there is no real root at all. The same happens for every $a<0$ once the well is narrow enough, because the discriminant $1+4aE_0$ becomes negative as $E_0$ grows. A real root at every width therefore requires $a\ge 0$. At $a=0$ the equation still has the single root $E=E_0$, but the closed form divides by zero and the shift studied next vanishes.

## The shift below the parabolic energy

Rearranging $E(1+aE)=E_0$ gives the shift exactly:

$$E_0-E=aE^2.$$

The right-hand side is positive, so $E<E_0$. As $E$ is positive too, squaring preserves the order, $E^2<E_0^2$, and hence

$$0<E_0-E<aE_0^2.$$

```lean
/-- For `a > 0`, a positive energy with `E (1 + a E) = E₀` lies below `E₀`,
by less than `a E₀²`. -/
theorem redshift_bounds {a E E₀ : ℝ} (ha : 0 < a) (hE : 0 < E)
    (h : E * (1 + a * E) = E₀) : 0 < E₀ - E ∧ E₀ - E < a * E₀ ^ 2 := by
  -- the shift is exactly `a E²`
  have hshift : E₀ - E = a * E ^ 2 := by linear_combination -h
  have hpos : 0 < a * E ^ 2 := by positivity
  have hlt : E < E₀ := by linarith
  have hsq : E ^ 2 < E₀ ^ 2 := pow_lt_pow_left₀ hlt hE.le two_ne_zero
  exact ⟨by linarith, by nlinarith [mul_pos ha (sub_pos.2 hsq)]⟩
```

This lemma mentions neither a mass nor a width: `E₀` is any number that equals $E(1+aE)$ for some positive $E$. The steps `hshift`, `hlt` and `hsq` are the exact shift, the comparison $E<E_0$ and its square. The final `nlinarith` only has to use that $a(E_0^2-E^2)$ is positive.

The upper bound is informative when $aE_0$ is small. Once $aE_0\ge 1$ it is no better than $E_0-E<E_0$, which already follows from $E>0$, so narrow wells need a different estimate.

## An explicit rate for narrow wells

Let $x=LE$ and $c=\pi/\sqrt{2ma}$. Then $2ma\,c^2=\pi^2$, and also $\pi^2=2mL^2E_0$. Substituting $E_0=E+aE^2$,

$$2ma\,c^2=2mL^2(E+aE^2)=2m(Lx+ax^2).$$

Dividing by $2m$ turns the quantisation condition into

$$a(c^2-x^2)=Lx.$$

The right-hand side is positive, so $x^2<c^2$, and $x<c$ because $c$ is positive. For the distance between them, factor the left-hand side and use $c+x>2x$:

$$2ax(c-x)<a(c-x)(c+x)=Lx.$$

Cancelling $x>0$ and dividing by $2a$ gives

$$0<c-LE<\frac{L}{2a}.$$

```lean
/-- For positive `a`, `m` and `L`, the product `L E` lies below `π / √(2 m a)`,
by less than `L / (2 a)`. -/
theorem narrow_well_bounds {a m L : ℝ} (ha : 0 < a) (hm : 0 < m) (hL : 0 < L) :
    L * confinementEnergy a m L < π / √(2 * m * a) ∧
      π / √(2 * m * a) - L * confinementEnergy a m L < L / (2 * a) := by
  obtain ⟨hE, h⟩ := (root_iff ha hm hL _).2 rfl
  have hb := boxEnergy_mul hm hL
  have hcpos : 0 < π / √(2 * m * a) := by positivity
  have hc : (π / √(2 * m * a)) ^ 2 * (2 * m * a) = π ^ 2 := by
    rw [div_pow, Real.sq_sqrt (by positivity)]
    exact div_mul_cancel₀ _ (by positivity)
  generalize π / √(2 * m * a) = c at hcpos hc ⊢
  generalize confinementEnergy a m L = E at hE h ⊢
  -- the quantisation condition in terms of `L E` and its limiting value `c`
  have key : a * (c ^ 2 - (L * E) ^ 2) = L * (L * E) := by
    apply mul_left_cancel₀ (show 2 * m ≠ 0 by positivity)
    linear_combination hc - hb - 2 * m * L ^ 2 * h
  have hx : 0 < L * E := mul_pos hL hE
  have hprod : 0 < a * (c ^ 2 - (L * E) ^ 2) := by
    rw [key]
    exact mul_pos hL hx
  have hdiff : 0 < c ^ 2 - (L * E) ^ 2 := (mul_pos_iff_of_pos_left ha).1 hprod
  have hlt : L * E < c := lt_of_pow_lt_pow_left₀ 2 hcpos.le (by linarith)
  refine ⟨hlt, ?_⟩
  rw [lt_div_iff₀ (by positivity)]
  refine lt_of_mul_lt_mul_right ?_ hx.le
  nlinarith [mul_pos ha (pow_pos (sub_pos.2 hlt) 2), key]
```

The two `generalize` lines replace $c$ and $E$ by plain variables, which leaves a problem in polynomials. The statement `key` is the transformed quantisation condition, and `hlt` is $x<c$. The factor $x$ is cancelled by `lt_of_mul_lt_mul_right`. What remains is the strict inequality above, which `nlinarith` obtains from $a(c-x)^2>0$; this is exactly the difference between $a(c-x)(c+x)$ and $2ax(c-x)$.

A case with round numbers shows all the bounds at work. Take $a=m=1$ and $L=\pi/2$. Then $E_0=2$, and $E(1+E)=2$ has the positive root $E=1$, in agreement with $(\sqrt 9-1)/2$. The shift is $E_0-E=1$, which lies between $0$ and $aE_0^2=4$. In the narrow-well estimate, $LE=\pi/2\approx1.571$ and $c=\pi/\sqrt2\approx2.221$. Their difference is about $0.651$, below $L/(2a)=\pi/4\approx0.785$.

## The inverse-length regime

The last estimate encloses $LE$ between two functions of $L$:

$$c-\frac{L}{2a}<LE<c.$$

As $L$ decreases to zero with $a$ and $m$ fixed, the lower one tends to $c$ and the upper one is constant. Therefore

$$\lim_{L\downarrow0}L\,E(L)=\frac{\pi}{\sqrt{2ma}}.$$

```lean
/-- For positive `a` and `m`, the product `L E` tends to `π / √(2 m a)` as the well width
decreases to zero. -/
theorem narrow_well_limit {a m : ℝ} (ha : 0 < a) (hm : 0 < m) :
    Tendsto (fun L => L * confinementEnergy a m L) (𝓝[>] 0) (𝓝 (π / √(2 * m * a))) := by
  have hlow : Tendsto (fun L : ℝ => π / √(2 * m * a) - L / (2 * a)) (𝓝 0)
      (𝓝 (π / √(2 * m * a) - 0 / (2 * a))) :=
    Continuous.tendsto (by fun_prop) 0
  rw [zero_div, sub_zero] at hlow
  refine tendsto_of_tendsto_of_tendsto_of_le_of_le' (hlow.mono_left nhdsWithin_le_nhds)
    tendsto_const_nhds ?_ ?_
  · filter_upwards [self_mem_nhdsWithin] with L hL
    linarith [(narrow_well_bounds ha hm hL).2]
  · filter_upwards [self_mem_nhdsWithin] with L hL
    exact (narrow_well_bounds ha hm hL).1.le
```

In Lean, `𝓝[>] 0` is the filter of right-hand neighbourhoods of zero, so the limit runs through positive widths only. The lemma `hlow` gives the limit of the lower bound. The squeeze theorem then asks for the two inequalities near zero, and `narrow_well_bounds` supplies both.

In this regime the level follows the linear part of the dispersion, $E\approx k/\sqrt{2ma}$ at $k=\pi/L$.

## The inverse-square regime

For wide wells, let $K=\pi^2/(2m)$, so that $L^2E_0=K$ at every width. Multiplying $0<E_0-E<aE_0^2$ by $L^2$ gives

$$0<K-L^2E<aL^2E_0^2=\frac{aK^2}{L^2},$$

or, rearranged,

$$K-\frac{aK^2}{L^2}<L^2E<K.$$

Both bounds tend to $K$ as $L\to\infty$, which recovers the parabolic scaling with its usual prefactor.

```lean
/-- For positive `a` and `m`, the product `L² E` tends to `π² / (2 m)` as the well width
grows without bound. -/
theorem wide_well_limit {a m : ℝ} (ha : 0 < a) (hm : 0 < m) :
    Tendsto (fun L => L ^ 2 * confinementEnergy a m L) atTop (𝓝 (π ^ 2 / (2 * m))) := by
  have hK : ∀ L : ℝ, 0 < L → L ^ 2 * boxEnergy m L = π ^ 2 / (2 * m) := by
    intro L hL
    rw [eq_div_iff (by positivity)]
    linear_combination boxEnergy_mul hm hL
  generalize π ^ 2 / (2 * m) = K at hK ⊢
  have hpow : Tendsto (fun L : ℝ => L ^ 2) atTop atTop := tendsto_pow_atTop two_ne_zero
  have hlow : Tendsto (fun L : ℝ => K - a * K ^ 2 / L ^ 2) atTop (𝓝 (K - 0)) :=
    tendsto_const_nhds.sub (hpow.const_div_atTop (a * K ^ 2))
  rw [sub_zero] at hlow
  -- squeeze with the redshift bounds multiplied by `L²`
  refine tendsto_of_tendsto_of_tendsto_of_le_of_le' hlow tendsto_const_nhds ?_ ?_
  · filter_upwards [eventually_gt_atTop 0] with L hL
    obtain ⟨hE, h⟩ := (root_iff ha hm hL _).2 rfl
    have hr := (redshift_bounds ha hE h).2
    have e : a * K ^ 2 / L ^ 2 = L ^ 2 * (a * boxEnergy m L ^ 2) := by
      rw [div_eq_iff (by positivity), ← hK L hL]
      ring
    rw [e]
    nlinarith [mul_pos (pow_pos hL 2) (sub_pos.2 hr), hK L hL]
  · filter_upwards [eventually_gt_atTop 0] with L hL
    obtain ⟨hE, h⟩ := (root_iff ha hm hL _).2 rfl
    have hr := (redshift_bounds ha hE h).1
    nlinarith [mul_pos (pow_pos hL 2) hr, hK L hL]
```

Here `hK` is the identity $L^2E_0=K$, and `atTop` expresses that $L$ grows without bound. The equation `e` rewrites $aK^2/L^2$ as $L^2\cdot aE_0^2$, so that the upper redshift bound, multiplied by $L^2$, yields the lower side of the squeeze. The positivity of the redshift yields the upper side.

## Both scaling laws for one function of the width

For fixed $a,m>0$, the results combine into a statement about the single function $E(L)$. At every width $L>0$, it is the unique positive root of $E(1+aE)=E_0$, and

$$0<E_0-E(L)<aE_0^2.$$

At the two ends of the range of widths,

$$L\,E(L)\to\frac{\pi}{\sqrt{2ma}}\quad(L\downarrow0),\qquad L^2E(L)\to\frac{\pi^2}{2m}\quad(L\to\infty).$$

Since both limits are positive, they fix the leading behaviour as well as the exponent: $E$ is asymptotic to $\pi/(\sqrt{2ma}\,L)$ in narrow wells and to $\pi^2/(2mL^2)$ in wide ones.

```lean
/-- For positive `a` and `m`, the confinement energy is at each width `L > 0` the unique positive
root of `E (1 + a E) = E₀` and lies below `E₀` by less than `a E₀²`. It scales as
`π / (√(2 m a) L)` for `L → 0` and as `π² / (2 m L²)` for `L → ∞`. -/
theorem confinement_crossover {a m : ℝ} (ha : 0 < a) (hm : 0 < m) :
    (∀ L, 0 < L →
      (∀ E, (0 < E ∧ E * (1 + a * E) = boxEnergy m L) ↔ E = confinementEnergy a m L) ∧
      0 < boxEnergy m L - confinementEnergy a m L ∧
      boxEnergy m L - confinementEnergy a m L < a * boxEnergy m L ^ 2) ∧
    Tendsto (fun L => L * confinementEnergy a m L) (𝓝[>] 0) (𝓝 (π / √(2 * m * a))) ∧
    Tendsto (fun L => L ^ 2 * confinementEnergy a m L) atTop (𝓝 (π ^ 2 / (2 * m))) := by
  refine ⟨fun L hL => ⟨root_iff ha hm hL, ?_⟩, narrow_well_limit ha hm, wide_well_limit ha hm⟩
  obtain ⟨hE, h⟩ := (root_iff ha hm hL _).2 rfl
  exact redshift_bounds ha hE h

end

end NonparabolicConfinement
```

The theorem's hypotheses `ha` and `hm` are the positivity of the nonparabolicity and of the mass. Its first part is quantified over all `L` with `0 < L` and contains the root equivalence together with the two redshift inequalities; the other two parts are the limits. The proof assembles the earlier results. It applies `root_iff` to the closed form itself, which yields its positivity and its equation, and passes these to `redshift_bounds`.

The crossover is expressed by the two limits, and the theorem singles out no particular width at which one law replaces the other. The model describes the ground level of a single band between impenetrable walls, with the same $m$ and $a$ at every energy. If the walls are taken to allow $k=n\pi/L$, the $n$-th level at width $L$ is the ground level at width $L/n$, so excited levels follow from the same formula. Finite barriers and further changes of the dispersion at high energy would need a different starting equation. The last of these restricts the physical use of the narrow-well limit, in which $E$ grows without bound and must eventually leave the energy range where a two-parameter dispersion describes a real band.

```lean
#print axioms NonparabolicConfinement.confinement_crossover
```

```
'NonparabolicConfinement.confinement_crossover' depends on axioms: [propext, Classical.choice, Quot.sound]
```
